# How a four-point tetrahedral grid can leak $n_xn_y$ into the p channel, and a six-point octahedral grid does not

Take the four directions $(1,1,1)$, $(1,-1,-1)$, $(-1,1,-1)$ and $(-1,-1,1)$, all divided by $\sqrt3$. At every one of them the product $n_xn_yn_z$ equals $+1/(3\sqrt3)$. So when I compute the p-projection of $n_xn_y$ along $z$, as three times the grid average of $n_z\,n_xn_y$, I get $1/\sqrt3$. But $n_xn_y$ is a pure d function, and its p-projection should be zero.

With the six points $\pm\hat x,\pm\hat y,\pm\hat z$ I do get zero, but $n_xn_y$ vanishes at all six of them, so that doesn't reassure me much. Is my factor of 3 wrong, or is the tetrahedron really that bad? How large does the error get for other directions? And does the octahedron also work for d functions that it can see?

## The tetrahedron has a nonzero average of $n_xn_yn_z$

Your factor of 3 is right, and so is your $1/\sqrt3$. The tetrahedral grid gives the exact p-projection of every linear function but not of every quadratic one, and $1/\sqrt3$ is the largest error it makes for $n_xn_y$ with a unit direction. The octahedral grid gives zero for every quadratic function, because it is symmetric under inversion.

For a grid of $N$ points $n_i$ with equal weights, write the p-projection of an angular function $f$ along $u$ as

$$P[f](u)=\frac{3}{N}\sum_i (u\cdot n_i)\,f(n_i).$$

In a calculation with a semilocal effective core potential, $u$ is the direction from the nucleus to an electron, and $f$ is the wave function as that electron moves over a sphere around the nucleus. The 3 is $2l+1$ for $l=1$. In quantum Monte Carlo with such a potential, a d-like part of the wave function can therefore produce a spurious p-channel term, here for a four-point grid held in one fixed orientation.

**The tetrahedron.** Let $a=1/\sqrt3$, so $a^2=1/3$, and let $\langle\cdot\rangle$ be the average over the four points. For the tetrahedron, the subscripts $i,j,k$ number the coordinates $x,y,z$ of a point $n$, not the grid points. Each coordinate is $\pm a$, and counting signs gives

- $\langle n_i\rangle=0$, since each coordinate is positive twice and negative twice;
- $\langle n_in_j\rangle=0$ for $i\neq j$, and $\langle n_i^2\rangle=a^2=1/3$;
- $\langle n_xn_yn_z\rangle=a^3$, since the product of the three signs is $+1$ at every point;
- $\langle n_i^2n_k\rangle=a^2\langle n_k\rangle=0$ for all $i,k$.

For a linear function $f(n)=v\cdot n$ this gives

$$P[f](u)=3\sum_{i,j}u_iv_j\langle n_in_j\rangle=3\cdot\tfrac13\,u\cdot v=u\cdot v,$$

so p functions are reproduced exactly, which confirms the factor of 3. For a quadratic function $q(n)=\sum_{ij}Q_{ij}n_in_j$, only the terms with three different indices survive:

$$P[q](u)=3\sum_{k,i,j}u_kQ_{ij}\langle n_kn_in_j\rangle=3a^3B=\frac{B}{\sqrt3},$$

$$B=u_x(Q_{yz}+Q_{zy})+u_y(Q_{xz}+Q_{zx})+u_z(Q_{xy}+Q_{yx}).$$

Each pair of axes feeds the third one. For $n_xn_y$ the only nonzero coefficient is $Q_{xy}=1$, and the result is $u_z/\sqrt3$.

**A tilted direction in numbers.** Take $u=(2/3,1/3,2/3)$, which has unit length. At the four points, in the order given above, $\sqrt3\,(u\cdot n)$ is $5/3,\,-1/3,\,-1,\,-1/3$, and $n_xn_y$ is $1/3,\,-1/3,\,-1/3,\,1/3$. The products sum to

$$\frac{1}{3\sqrt3}\left(\frac53+\frac13+1-\frac13\right)=\frac{8}{9\sqrt3}.$$

Dividing by 4 and multiplying by 3 gives $2/(3\sqrt3)\approx0.385$, which is $u_z/\sqrt3$.

**The largest error.** If $u_x^2+u_y^2+u_z^2=1$, then $|u_z|\le1$, so the error for $n_xn_y$ is at most $1/\sqrt3\approx0.577$ in magnitude. Equality means $u_z^2=1$, hence $u_x=u_y=0$. Your choice of $z$ was the worst case, together with $-z$.

**The octahedron.** Suppose that inversion permutes the points of a grid, and that $f$ is even, $f(-n)=f(n)$. Let $S=\sum_i(u\cdot n_i)f(n_i)$. Replacing every point by its inverse only reorders the sum, but it also changes the sign of every term. So $S=-S$, and $S=0$. The octahedral grid has this symmetry and every quadratic function is even, so the zero also holds for functions such as $n_x^2-n_y^2$, which the six points do see. The tetrahedron lacks the symmetry, since the inverse of $(1,1,1)/\sqrt3$ is not one of its points.

**The full sphere.** Here the average is

$$\frac1{4\pi}\int_0^\pi\!d\theta\int_0^{2\pi}\!d\varphi\;h(n(\theta,\varphi))\sin\theta,\qquad h(n)=(u\cdot n)\,q(n),$$

with $n(\theta,\varphi)=(\sin\theta\cos\varphi,\sin\theta\sin\varphi,\cos\theta)$. The function $h$ is odd. Substitute $\theta\to\pi-\theta$ and $\varphi\to\varphi+\pi$. This turns $n$ into $-n$ and leaves $\sin\theta$ alone. The azimuthal range is shifted by half a turn, which has no effect on the integral of a function with period $2\pi$. The integral equals its own negative and is zero, so your expectation for a d function was correct.

## What the Lean theorems say

The Lean file below states and proves these results. A vector is a function `Fin 3 → ℝ`, with $x,y,z$ numbered 0, 1, 2, and `u ⬝ᵥ m` is the scalar product. A grid is a finite nonempty indexed family of vectors with equal weights. `pProjection` is $P[f](u)$ with the factor of 3 included, and `spherePProjection` replaces the grid average by the integral in polar angles divided by $4\pi$. The grids are `tetra` and `octa`; the latter is indexed by two copies of the three axes, one for each sign.

- `tetra_linear_exact` says that the tetrahedral projection of $v\cdot n$ is $u\cdot v$.
- `tetra_leakage` is the formula $B/\sqrt3$ for any real matrix `Q`, symmetric or not. Diagonal coefficients contribute nothing.
- `inversion_no_leakage` takes a permutation `σ` of the grid labels with `n (σ i) = -n i`, and concludes that every even function has zero p-projection. The points need not have unit length.
- `octa_no_leakage` and `sphere_no_leakage` give zero for every quadratic function.
- `dxy_leakage` collects the three values for $n_xn_y$.
- `dxy_leakage_bound` gives the bound $1/\sqrt3$ and its equality case.

Only the last theorem assumes that $u$ is a unit vector, as `u ⬝ᵥ u = 1`; the others hold for any $u$, although the physical projection uses a unit direction. With no restriction on length the bound would fail, since $u=(0,0,2)$ gives $2/\sqrt3$.

The model is limited to the angular step for a single electron. It contains no radial potential and no many-electron wave function, and it doesn't include the random rotation of the grid that quantum Monte Carlo codes often apply. The angular functions that it treats on the tetrahedron are linear and quadratic, whereas an actual wave function on the sphere can also have higher components.

```lean
import Mathlib

open Real

namespace AngularLeakage

noncomputable section

/-- Vectors in three-dimensional space, with components x, y, z numbered 0, 1, 2. -/
abbrev Vec := Fin 3 → ℝ

/-- The equal-weight average of an angular function over a finite nonempty grid. -/
def gridAverage {ι : Type*} [Fintype ι] [Nonempty ι] (n : ι → Vec) (g : Vec → ℝ) : ℝ :=
  (∑ i, g (n i)) / (Fintype.card ι : ℝ)

/-- The p-projection of `f` along `u` on a grid: three times the average of `⟨u,n⟩ f(n)`. -/
def pProjection {ι : Type*} [Fintype ι] [Nonempty ι] (n : ι → Vec) (u : Vec)
    (f : Vec → ℝ) : ℝ :=
  3 * gridAverage n (fun m => (u ⬝ᵥ m) * f m)

/-- The magnitude `1/√3` of each coordinate of a tetrahedral grid point. -/
def tetraCoord : ℝ := 1 / √3

/-- The four-point tetrahedral grid on the unit sphere. -/
def tetra : Fin 4 → Vec :=
  ![![tetraCoord, tetraCoord, tetraCoord], ![tetraCoord, -tetraCoord, -tetraCoord],
    ![-tetraCoord, tetraCoord, -tetraCoord], ![-tetraCoord, -tetraCoord, tetraCoord]]

/-- The six-point octahedral grid: the Cartesian unit vectors and their negatives. -/
def octa : Fin 3 ⊕ Fin 3 → Vec :=
  Sum.elim (fun i => Pi.single i 1) (fun i => -Pi.single i 1)

/-- The unit vector with polar angle `θ` and azimuth `φ`. -/
def direction (θ φ : ℝ) : Vec :=
  ![Real.sin θ * Real.cos φ, Real.sin θ * Real.sin φ, Real.cos θ]

/-- The average of an angular function over the full unit sphere, in polar angles. -/
def sphereAverage (g : Vec → ℝ) : ℝ :=
  (∫ θ in (0 : ℝ)..π, ∫ φ in (0 : ℝ)..(2 * π), g (direction θ φ) * Real.sin θ) / (4 * π)

/-- The p-projection of `f` along `u` on the full sphere. -/
def spherePProjection (u : Vec) (f : Vec → ℝ) : ℝ :=
  3 * sphereAverage (fun m => (u ⬝ᵥ m) * f m)

/-- The quadratic angular function with coefficient matrix `Q`. -/
def quad (Q : Matrix (Fin 3) (Fin 3) ℝ) (m : Vec) : ℝ :=
  ∑ i, ∑ j, Q i j * m i * m j

/-- The angular function `n_x n_y`. -/
def dxy (m : Vec) : ℝ := m 0 * m 1

/-- The squared coordinate of a tetrahedral grid point is one third. -/
theorem tetraCoord_sq : tetraCoord ^ 2 = 1 / 3 := by
  rw [tetraCoord, div_pow, Real.sq_sqrt (by norm_num : (0 : ℝ) ≤ 3), one_pow]

/-- The tetrahedral grid projects every linear angular function `⟨v,n⟩` exactly,
giving `⟨u,v⟩`. -/
theorem tetra_linear_exact (u v : Vec) :
    pProjection tetra u (fun m => v ⬝ᵥ m) = u ⬝ᵥ v := by
  simp only [pProjection, gridAverage, tetra, dotProduct, Fin.sum_univ_four,
    Fin.sum_univ_three, Fintype.card_fin, Nat.cast_ofNat, Matrix.cons_val]
  linear_combination 3 * (u 0 * v 0 + u 1 * v 1 + u 2 * v 2) * tetraCoord_sq

/-- On the tetrahedral grid, the off-diagonal coefficients of a quadratic angular function
leak into its p-projection, each pair of axes feeding the third axis. -/
theorem tetra_leakage (Q : Matrix (Fin 3) (Fin 3) ℝ) (u : Vec) :
    pProjection tetra u (quad Q) =
      (u 0 * (Q 1 2 + Q 2 1) + u 1 * (Q 0 2 + Q 2 0) + u 2 * (Q 0 1 + Q 1 0)) / √3 := by
  have hdiv : ∀ x : ℝ, x / √3 = x * tetraCoord := by
    intro x
    unfold tetraCoord
    ring
  rw [hdiv]
  simp only [pProjection, gridAverage, tetra, quad, dotProduct, Fin.sum_univ_four,
    Fin.sum_univ_three, Fintype.card_fin, Nat.cast_ofNat, Matrix.cons_val]
  -- only the average of the product of all three coordinates survives
  linear_combination 3 * tetraCoord *
    (u 0 * (Q 1 2 + Q 2 1) + u 1 * (Q 0 2 + Q 2 0) + u 2 * (Q 0 1 + Q 1 0)) * tetraCoord_sq

/-- If inversion permutes the points of a grid, the p-projection of every even angular
function vanishes on it. -/
theorem inversion_no_leakage {ι : Type*} [Fintype ι] [Nonempty ι] (n : ι → Vec)
    (σ : ι ≃ ι) (hσ : ∀ i, n (σ i) = -n i) (f : Vec → ℝ) (hf : ∀ m, f (-m) = f m)
    (u : Vec) : pProjection n u f = 0 := by
  have hs := Equiv.sum_comp σ (fun i => (u ⬝ᵥ n i) * f (n i))
  -- each point cancels against its inverse
  simp only [hσ, hf, dotProduct_neg, neg_mul, Finset.sum_neg_distrib] at hs
  have hz : ∑ i, (u ⬝ᵥ n i) * f (n i) = 0 := by linarith
  simp only [pProjection, gridAverage, hz, zero_div, mul_zero]

/-- The octahedral grid gives zero p-projection for every quadratic angular function. -/
theorem octa_no_leakage (Q : Matrix (Fin 3) (Fin 3) ℝ) (u : Vec) :
    pProjection octa u (quad Q) = 0 := by
  apply inversion_no_leakage octa (Equiv.sumComm (Fin 3) (Fin 3))
  · rintro (i | i) <;> simp [octa]
  · intro m
    simp only [quad, Pi.neg_apply, mul_neg, neg_mul, neg_neg]

/-- On the full sphere the p-projection of every quadratic angular function is zero. -/
theorem sphere_no_leakage (Q : Matrix (Fin 3) (Fin 3) ℝ) (u : Vec) :
    spherePProjection u (quad Q) = 0 := by
  obtain ⟨h, hh⟩ : ∃ h : Vec → ℝ, h = fun m => (u ⬝ᵥ m) * quad Q m := ⟨_, rfl⟩
  have hodd : ∀ m, h (-m) = -h m := by
    intro m
    simp only [hh, quad, dotProduct, Fin.sum_univ_three, Pi.neg_apply]
    ring
  have hinv : ∀ θ φ, direction (π - θ) (φ + π) = -direction θ φ := by
    intro θ φ
    ext j
    fin_cases j <;> simp [direction, Real.sin_pi_sub, Real.cos_pi_sub]
  have hF : ∀ θ, (∫ φ in (0 : ℝ)..(2 * π), h (direction (π - θ) φ) * Real.sin (π - θ)) =
      -∫ φ in (0 : ℝ)..(2 * π), h (direction θ φ) * Real.sin θ := by
    intro θ
    have hper : Function.Periodic
        (fun φ => h (direction (π - θ) φ) * Real.sin (π - θ)) (2 * π) := by
      intro φ
      simp only [direction, Real.cos_add_two_pi, Real.sin_add_two_pi]
    -- shift the azimuth by half a turn
    have e1 := intervalIntegral.integral_comp_add_right (a := 0) (b := 2 * π)
      (f := fun φ => h (direction (π - θ) φ) * Real.sin (π - θ)) π
    have e2 := hper.intervalIntegral_add_eq π 0
    rw [zero_add, add_comm (2 * π) π, e2, zero_add] at e1
    rw [← e1, ← intervalIntegral.integral_neg]
    simp only [hinv, hodd, Real.sin_pi_sub, neg_mul]
  -- reflect the polar angle
  have e := intervalIntegral.integral_comp_sub_left (a := 0) (b := π)
    (f := fun θ => ∫ φ in (0 : ℝ)..(2 * π), h (direction θ φ) * Real.sin θ) π
  simp only [hF, intervalIntegral.integral_neg, sub_self, sub_zero] at e
  have hz : (∫ θ in (0 : ℝ)..π, ∫ φ in (0 : ℝ)..(2 * π),
      h (direction θ φ) * Real.sin θ) = 0 := by linarith
  unfold spherePProjection
  rw [← hh, sphereAverage, hz, zero_div, mul_zero]

/-- The p-projection of `n_x n_y` along `u` is `u_z/√3` on the tetrahedral grid, and zero
on both the octahedral grid and the full sphere. -/
theorem dxy_leakage (u : Vec) :
    pProjection tetra u dxy = u 2 / √3 ∧ pProjection octa u dxy = 0 ∧
      spherePProjection u dxy = 0 := by
  have hq : dxy = quad !![0, 1, 0; 0, 0, 0; 0, 0, 0] := by
    funext m
    simp [dxy, quad, Fin.sum_univ_three]
  rw [hq]
  refine ⟨?_, octa_no_leakage _ u, sphere_no_leakage _ u⟩
  rw [tetra_leakage]
  simp

/-- For a unit vector `u`, the tetrahedral p-projection of `n_x n_y` has magnitude at most
`1/√3`, with equality exactly when `u` lies along the z axis. -/
theorem dxy_leakage_bound (u : Vec) (hu : u ⬝ᵥ u = 1) :
    |pProjection tetra u dxy| ≤ 1 / √3 ∧
      (|pProjection tetra u dxy| = 1 / √3 ↔ u 0 = 0 ∧ u 1 = 0) := by
  have h3 : 0 < √(3 : ℝ) := Real.sqrt_pos.mpr (by norm_num)
  simp only [dotProduct, Fin.sum_univ_three] at hu
  have hsq := sq_abs (u 2)
  have hn := abs_nonneg (u 2)
  rw [(dxy_leakage u).1, abs_div, abs_of_pos h3, div_left_inj' h3.ne']
  constructor
  · have hle : |u 2| ≤ 1 := by nlinarith [sq_nonneg (u 0), sq_nonneg (u 1)]
    exact div_le_div_of_nonneg_right hle h3.le
  · constructor
    · intro h
      rw [h] at hsq
      constructor
      · exact pow_eq_zero_iff (two_ne_zero) |>.mp
          (by nlinarith [sq_nonneg (u 0), sq_nonneg (u 1)] : u 0 ^ 2 = 0)
      · exact pow_eq_zero_iff (two_ne_zero) |>.mp
          (by nlinarith [sq_nonneg (u 0), sq_nonneg (u 1)] : u 1 ^ 2 = 0)
    · rintro ⟨h0, h1⟩
      rw [h0, h1] at hu
      apply le_antisymm <;> nlinarith

end

end AngularLeakage
```

```lean
#print axioms AngularLeakage.tetra_linear_exact
-- 'AngularLeakage.tetra_linear_exact' depends on axioms: [propext, Classical.choice, Quot.sound]
#print axioms AngularLeakage.tetra_leakage
-- 'AngularLeakage.tetra_leakage' depends on axioms: [propext, Classical.choice, Quot.sound]
#print axioms AngularLeakage.dxy_leakage_bound
-- 'AngularLeakage.dxy_leakage_bound' depends on axioms: [propext, Classical.choice, Quot.sound]
```

## From sign counting to the Lean proofs

**Tetrahedral theorems.** `tetraCoord_sq` supplies $a^2=1/3$. In `tetra_linear_exact` and `tetra_leakage`, `simp only` writes out the sums over the four points and three coordinates, which leaves a polynomial identity in $a$. The cancellation of signs that we did by counting is then ordinary algebra. For linear functions the two sides differ by $3(u\cdot v)(a^2-1/3)$, and for quadratic ones by $3aB(a^2-1/3)$. The `linear_combination` lines state exactly these multiples of `tetraCoord_sq`. The auxiliary `hdiv` turns division by $\sqrt3$ into multiplication by $a$, so that both sides are polynomials in the same quantity.

**Inversion.** In `inversion_no_leakage`, `Equiv.sum_comp` says that relabelling the points by `σ` doesn't change the sum. Simplifying with `hσ` and `hf` turns this into $-S=S$, and `linarith` concludes that $S=0$. For the octahedron, `Equiv.sumComm` swaps the positive and negative copies of the axes; what remains is to check that this swap is inversion and that `quad Q` is even.

**The sphere.** `sphere_no_leakage` carries out the substitution one angle at a time. `hodd` shows that $h$ is odd, and `hinv` shows that the substitution reverses the direction. `hF` treats the azimuth: the inner integral at $\pi-\theta$ is minus the inner integral at $\theta$. Its proof shifts $\varphi$ by $\pi$ with `integral_comp_add_right` and uses the periodicity `hper` to bring the range back to $[0,2\pi]$. Then `integral_comp_sub_left` reflects $\theta$, the double integral equals its own negative, and `linarith` gives zero.

**The function $n_xn_y$.** `dxy_leakage` writes `dxy` as `quad` of the matrix whose only nonzero entry is a 1 in row 0, column 1, and applies the three general results. `dxy_leakage_bound` then replaces the projection by $u_z/\sqrt3$ and removes the common factor $1/\sqrt3$, which leaves statements about $|u_z|$. The `nlinarith` calls derive $|u_z|\le1$ from the unit length and the nonnegative squares $u_x^2$ and $u_y^2$. In the equality case they show that both squares vanish, and the converse puts $u_x=u_y=0$ back into the normalisation.
